# Three-body terms cancel, and a trapped Jastrow state solves the Calogero equation away from collisions

Q: Put \(N\) particles on a line in a harmonic trap and give them a wavefunction with one factor \(|x_i-x_j|^\beta\) per pair. The kinetic energy differentiates a product, so cross terms couple three particles at a time. Why should a Hamiltonian with only pair interactions suffice?

A: Because the cross terms sum to zero. For distinct \(a,b,c\), put \(D=(a-b)(b-c)(c-a)\). Then

\[
\frac1{(a-b)(a-c)}+\frac1{(b-c)(b-a)}+\frac1{(c-a)(c-b)}
=-\frac{(b-c)+(c-a)+(a-b)}{D}=0 .
\]

Now let \(S_i=\sum_{j\ne i}1/(x_i-x_j)\) and \(P=\sum_{i\ne j}1/(x_i-x_j)^2\), the latter over ordered pairs. Squaring gives

\[
\sum_i S_i^2=P+T,\qquad
T=\sum_{i,j,k\ \text{distinct}}\frac1{(x_i-x_j)(x_i-x_k)} .
\]

Relabelling \(i,j,k\) cyclically leaves \(T\) unchanged. Adding the three versions gives \(3T=0\), term by term, so \(\sum_i S_i^2=P\).

Q: Show me that with numbers.

A: Take positions \(0,1,3\). The sums \(S_i\) are \(-4/3,\ 1/2,\ 5/6\), and their squares add up to \(16/9+1/4+25/36=49/18\). The ordered pairs give \(2(1+1/9+1/4)=49/18\).

Q: And the Schrödinger equation?

A: The trap brings in one more sum. Averaging it with its \(i\leftrightarrow j\) copy gives

\[
\sum_i x_iS_i=\frac12\sum_{i\ne j}\frac{x_i-x_j}{x_i-x_j}=\frac{N(N-1)}2 .
\]

With trap frequency \(\omega\) and units \(\hbar=m=1\), let \(\psi=\prod_{i<j}|x_i-x_j|^\beta\,e^{-\omega\sum_i x_i^2/2}\). Away from collisions \(\partial_k\ln\psi=\beta S_k-\omega x_k\), and a second derivative gives

\[
\frac{\partial_k^2\psi}{\psi}=(\beta S_k-\omega x_k)^2-\beta\sum_{j\ne k}\frac1{(x_k-x_j)^2}-\omega .
\]

Expand the square, sum over \(k\), and insert the two identities:

\[
-\frac12\sum_k\frac{\partial_k^2\psi}{\psi}
=-\frac{\beta(\beta-1)}2P-\frac{\omega^2}2\sum_k x_k^2
+\omega\left(\frac N2+\beta\frac{N(N-1)}2\right).
\]

The pair potential \(\frac{\beta(\beta-1)}2P\), whose strength is matched to the exponent \(\beta\), and the trap potential \(\frac{\omega^2}2\sum_k x_k^2\) cancel the first two terms, leaving the energy.

Q: Does the Lean code describe that same system?

A: The particle labels form a finite type `ι`, so \(N\) is `Fintype.card ι`; zero and one particle are allowed. A configuration is a function `x : ι → ℝ`.

```lean
import Mathlib

open Finset Function Filter Topology

namespace CalogeroPairProduct

noncomputable section

variable {ι : Type*} [Fintype ι] [DecidableEq ι]
```

`pairForce` is \(S_i\), a sum of inverse signed distances and not yet a mechanical force.

```lean
/-- The sum of inverse signed distances from particle `i` to all other particles. -/
def pairForce (x : ι → ℝ) (i : ι) : ℝ := ∑ j ∈ univ.erase i, 1 / (x i - x j)
```

`inverseSquare` is \(P\), so each physical pair is counted twice.

```lean
/-- The sum of inverse squared distances over ordered pairs of different particles. -/
def inverseSquare (x : ι → ℝ) : ℝ := ∑ i, ∑ j ∈ univ.erase i, 1 / (x i - x j) ^ 2
```

Q: Then doesn't the wavefunction count pairs twice as well?

A: It does, with exponent `β / 2` each time, which restores \(\beta\) per pair. No ordering of the labels is needed.

```lean
/-- The pair-product state in a harmonic trap. Each pair occurs in both orders with exponent
`β / 2`, hence with total exponent `β`. -/
def jastrow (β ω : ℝ) (x : ι → ℝ) : ℝ :=
  (∏ i, ∏ j ∈ univ.erase i, |x i - x j| ^ (β / 2)) * Real.exp (-(ω / 2) * ∑ i, x i ^ 2)
```

The logarithm below has no absolute value because Mathlib's `Real.log` of a negative number is the logarithm of its absolute value.

```lean
/-- The logarithm of the pair-product state at distinct positions. -/
def logJastrow (β ω : ℝ) (x : ι → ℝ) : ℝ :=
  (∑ i, ∑ j ∈ univ.erase i, β / 2 * Real.log (x i - x j)) + -(ω / 2) * ∑ i, x i ^ 2
```

Q: Is the kinetic term a real differential operator, or the desired answer written in by hand?

A: It is a second derivative. `update x k t` moves particle `k` to position `t` and leaves the others fixed; the function of `t` is differentiated twice at `x k`. Units are \(\hbar=m=1\). The coefficient `β * (β - 1) / 2` multiplies the ordered sum, so each physical pair has potential \(\beta(\beta-1)/(x_i-x_j)^2\). The coupling is thus tied to the exponent in the state.

```lean
/-- The Calogero Hamiltonian with `ħ = m = 1`: kinetic energy, harmonic trap and
inverse-square pair interaction. -/
def hamiltonian (β ω : ℝ) (φ : (ι → ℝ) → ℝ) (x : ι → ℝ) : ℝ :=
  -(1 / 2) * ∑ k, deriv (deriv fun t => φ (update x k t)) (x k)
    + (ω ^ 2 / 2 * ∑ i, x i ^ 2 + β * (β - 1) / 2 * inverseSquare x) * φ x
```

Q: Where does the cancellation enter?

A: First for three points. The proof combines the fractions over nonzero denominators, and `ring` checks that the numerator vanishes.

```lean
/-- For three distinct points on a line the cyclic sum of products of inverse signed distances
vanishes. -/
theorem three_body_cancel {a b c : ℝ} (hab : a ≠ b) (hbc : b ≠ c) (hca : c ≠ a) :
    1 / (a - b) * (1 / (a - c)) + 1 / (b - c) * (1 / (b - a))
      + 1 / (c - a) * (1 / (c - b)) = 0 := by
  have h1 := mul_ne_zero (sub_ne_zero.2 hab) (sub_ne_zero.2 hca.symm)
  have h2 := mul_ne_zero (sub_ne_zero.2 hbc) (sub_ne_zero.2 hab.symm)
  have h3 := mul_ne_zero (sub_ne_zero.2 hca) (sub_ne_zero.2 hbc.symm)
  rw [div_mul_div_comm, div_mul_div_comm, div_mul_div_comm, div_add_div _ _ h1 h2,
    div_add_div _ _ (mul_ne_zero h1 h2) h3, div_eq_zero_iff]
  exact Or.inl (by ring)
```

The many-particle version assumes `Injective x`, meaning that no two particles coincide. In the proof, `c i j k` is the three-body term, `hcyc` is its cyclic cancellation, and `h1` and `h2` are the relabellings that yield \(3T=0\). `hsq` splits each square into two-body and three-body parts. Since Lean sets \(1/0=0\), the sums may run over all labels, including \(j=i\).

```lean
/-- For distinct positions, the squared sums of inverse signed distances add up to the sum of
inverse squared distances over ordered pairs. -/
theorem sum_sq_pairForce (x : ι → ℝ) (hx : Injective x) :
    ∑ i, pairForce x i ^ 2 = inverseSquare x := by
  -- `c i j k` is the three-body term; it vanishes when two labels coincide
  obtain ⟨c, hc⟩ : ∃ c : ι → ι → ι → ℝ, ∀ i j k, c i j k =
      if j = k then 0 else 1 / (x i - x j) * (1 / (x i - x k)) :=
    ⟨fun i j k => if j = k then 0 else 1 / (x i - x j) * (1 / (x i - x k)),
      fun _ _ _ => rfl⟩
  have hcyc : ∀ i j k, c i j k + c j k i + c k i j = 0 := by
    intro i j k
    by_cases hij : i = j
    · subst hij; simp [hc]
    by_cases hjk : j = k
    · subst hjk; simp [hc]
    by_cases hki : k = i
    · subst hki; simp [hc]
    rw [hc, hc, hc, if_neg hij, if_neg hjk, if_neg hki]
    exact three_body_cancel (hx.ne hij) (hx.ne hjk) (hx.ne hki)
  have h1 : ∑ i, ∑ j, ∑ k, c j k i = ∑ i, ∑ j, ∑ k, c i j k := by
    rw [Finset.sum_comm]
    exact Finset.sum_congr rfl fun j _ => Finset.sum_comm
  have h2 : ∑ i, ∑ j, ∑ k, c k i j = ∑ i, ∑ j, ∑ k, c i j k := by
    symm
    rw [Finset.sum_comm]
    exact Finset.sum_congr rfl fun j _ => Finset.sum_comm
  have h0 : ∑ i, ∑ j, ∑ k, (c i j k + c j k i + c k i j) = 0 := by
    simp only [hcyc, Finset.sum_const_zero]
  simp only [Finset.sum_add_distrib] at h0
  rw [h1, h2] at h0
  have hT : ∑ i, ∑ j, ∑ k, c i j k = 0 := by linarith
  -- each square is its two-body part plus its three-body part
  have hsq : ∀ i, pairForce x i ^ 2 =
      ∑ j ∈ univ.erase i, 1 / (x i - x j) ^ 2 + ∑ j, ∑ k, c i j k := by
    intro i
    have hf : pairForce x i = ∑ j, 1 / (x i - x j) := Finset.sum_erase _ (by simp)
    have hg : ∑ j ∈ univ.erase i, 1 / (x i - x j) ^ 2 = ∑ j, 1 / (x i - x j) ^ 2 :=
      Finset.sum_erase _ (by simp)
    rw [hf, hg, sq, Finset.sum_mul_sum, ← Finset.sum_add_distrib]
    refine Finset.sum_congr rfl fun j _ => ?_
    have ht : ∀ k, 1 / (x i - x j) * (1 / (x i - x k)) =
        (if j = k then 1 / (x i - x j) ^ 2 else 0) + c i j k := by
      intro k
      rw [hc]
      by_cases h : j = k
      · subst h
        rw [if_pos rfl, if_pos rfl, div_mul_div_comm, one_mul, ← sq, add_zero]
      · rw [if_neg h, if_neg h, zero_add]
    rw [Finset.sum_congr rfl fun k _ => ht k, Finset.sum_add_distrib, Finset.sum_ite_eq,
      if_pos (Finset.mem_univ j)]
  rw [Finset.sum_congr rfl fun i _ => hsq i, Finset.sum_add_distrib, hT, add_zero]
  rfl
```

The trap sum follows by pairing the two orders: `ht` says that each pair of different labels contributes one.

```lean
/-- For `N` distinct positions, the sum over particles of position times `pairForce` is `N (N - 1) /
2`. -/
theorem sum_mul_pairForce (x : ι → ℝ) (hx : Injective x) :
    ∑ i, x i * pairForce x i = (Fintype.card ι : ℝ) * (Fintype.card ι - 1) / 2 := by
  have hA : ∑ i, x i * pairForce x i = ∑ i, ∑ j, x i * (1 / (x i - x j)) := by
    refine Finset.sum_congr rfl fun i _ => ?_
    rw [← Finset.mul_sum]
    exact congrArg (x i * ·) (Finset.sum_erase _ (by simp))
  have hB : ∑ i, ∑ j, x i * (1 / (x i - x j)) = ∑ i, ∑ j, x j * (1 / (x j - x i)) :=
    Finset.sum_comm
  -- the two orders of a pair add up to one
  have ht : ∀ i j, x i * (1 / (x i - x j)) + x j * (1 / (x j - x i)) =
      1 - (if i = j then (1 : ℝ) else 0) := by
    intro i j
    by_cases h : i = j
    · subst h; simp
    · have m := mul_one_div_cancel (sub_ne_zero.2 (hx.ne h))
      have e : 1 / (x j - x i) = -(1 / (x i - x j)) := by
        rw [← neg_sub (x i) (x j), div_neg]
      rw [if_neg h, e]
      linear_combination m
  have hS : ∑ i, ∑ j, (x i * (1 / (x i - x j)) + x j * (1 / (x j - x i))) =
      (Fintype.card ι : ℝ) * (Fintype.card ι - 1) := by
    simp only [ht, Finset.sum_sub_distrib, Finset.sum_const, Finset.sum_ite_eq,
      Finset.mem_univ, if_true, Finset.card_univ, nsmul_eq_mul]
    ring
  simp only [Finset.sum_add_distrib] at hS
  rw [← hB, ← hA] at hS
  linarith
```

Q: The derivatives worry me more. Your exponential formula can fail at collisions.

A: So it is stated only for distinct positions, where each power becomes the exponential of a logarithm.

```lean
/-- At distinct positions the pair-product state is the exponential of `logJastrow`. -/
theorem jastrow_eq_exp (β ω : ℝ) (x : ι → ℝ) (hx : Injective x) :
    jastrow β ω x = Real.exp (logJastrow β ω x) := by
  have h : ∀ i, ∏ j ∈ univ.erase i, |x i - x j| ^ (β / 2) =
      Real.exp (∑ j ∈ univ.erase i, β / 2 * Real.log (x i - x j)) := by
    intro i
    rw [Real.exp_sum]
    refine Finset.prod_congr rfl fun j hj => ?_
    have hd := sub_ne_zero.2 (hx.ne (Finset.ne_of_mem_erase hj).symm)
    rw [Real.rpow_def_of_pos (abs_pos.2 hd), Real.log_abs, mul_comm]
  unfold jastrow logJastrow
  rw [Finset.prod_congr rfl fun i _ => h i, ← Real.exp_sum, ← Real.exp_add]
```

A derivative needs more than equality at one point, however. The next lemma supplies a neighbourhood: particle `k` can move slightly without meeting any of the finitely many others.

```lean
/-- Distinct positions remain distinct under small displacements of one particle. -/
theorem eventually_injective (x : ι → ℝ) (hx : Injective x) (k : ι) :
    ∀ᶠ t in 𝓝 (x k), Injective (update x k t) := by
  have h : ∀ᶠ t in 𝓝 (x k), ∀ j, j ≠ k → t ≠ x j := by
    refine Filter.eventually_all.2 fun j => ?_
    by_cases hj : j = k
    · exact Filter.Eventually.of_forall fun t h => absurd hj h
    · exact (eventually_ne_nhds (hx.ne (Ne.symm hj))).mono fun t ht _ => ht
  refine h.mono fun t ht a b hab => ?_
  by_contra hne
  by_cases ha : a = k
  · have hb : b ≠ k := fun h => hne (ha.trans h.symm)
    rw [ha, update_self, update_of_ne hb] at hab
    exact ht b hb hab
  · by_cases hb : b = k
    · rw [hb, update_self, update_of_ne ha] at hab
      exact ht a ha hab.symm
    · rw [update_of_ne ha, update_of_ne hb] at hab
      exact hne (hx hab)
```

Next comes the logarithmic derivative. `hu` differentiates the coordinates, `hl` the pair logarithms and `hq` the trap terms; `ht` keeps only the pairs that contain `k`.

```lean
/-- At distinct positions the derivative of `logJastrow` along coordinate `k` is `β` times
`pairForce` minus `ω` times the position. -/
theorem hasDerivAt_logJastrow (β ω : ℝ) (x : ι → ℝ) (hx : Injective x) (k : ι) :
    HasDerivAt (fun t => logJastrow β ω (update x k t))
      (β * pairForce x k - ω * x k) (x k) := by
  have hu : ∀ i, HasDerivAt (fun t => update x k t i) (if i = k then (1 : ℝ) else 0) (x k) := by
    intro i
    by_cases h : i = k
    · subst h
      simp only [update_self, ↓reduceIte]
      exact hasDerivAt_id' _
    · simp only [update_of_ne h, if_neg h]
      exact hasDerivAt_const _ _
  have hl : ∀ i, ∀ j ∈ univ.erase i, HasDerivAt
      (fun t => β / 2 * Real.log (update x k t i - update x k t j))
      (β / 2 * (((if i = k then (1 : ℝ) else 0) - (if j = k then (1 : ℝ) else 0))
        / (x i - x j))) (x k) := by
    intro i j hj
    have hd := sub_ne_zero.2 (hx.ne (Finset.ne_of_mem_erase hj).symm)
    have h := (((hu i).fun_sub (hu j)).log
      (by simp only [update_eq_self]; exact hd)).const_mul (β / 2)
    simpa only [update_eq_self] using h
  have hq : ∀ i, HasDerivAt (fun t => update x k t i ^ 2)
      (2 * x i * (if i = k then (1 : ℝ) else 0)) (x k) := fun i =>
    ((hu i).fun_pow 2).congr_deriv (by simp)
  have H := (HasDerivAt.fun_sum (u := univ) fun i _ => HasDerivAt.fun_sum (hl i)).fun_add
    ((HasDerivAt.fun_sum (u := univ) fun i _ => hq i).const_mul (-(ω / 2)))
  refine H.congr_deriv ?_
  -- only pairs containing particle `k` contribute, once in each order
  have ht : ∀ i j, β / 2 * (((if i = k then (1 : ℝ) else 0) - (if j = k then (1 : ℝ) else 0))
      / (x i - x j)) = (if i = k then β / 2 * (1 / (x k - x j)) else 0)
        + (if j = k then β / 2 * (1 / (x k - x i)) else 0) := by
    intro i j
    by_cases hi : i = k
    · by_cases hj : j = k
      · rw [hi, hj]; simp
      · rw [if_neg hj, if_neg hj, hi, if_pos rfl, if_pos rfl, sub_zero, add_zero]
    · by_cases hj : j = k
      · rw [if_neg hi, if_neg hi, hj, if_pos rfl, if_pos rfl, zero_sub, zero_add,
          ← neg_sub (x i) (x k), div_neg, neg_div]
      · simp [hi, hj]
  have hf : pairForce x k = ∑ j, 1 / (x k - x j) := Finset.sum_erase _ (by simp)
  have hp : ∑ i, ∑ j ∈ univ.erase i, β / 2 * (((if i = k then (1 : ℝ) else 0)
      - (if j = k then (1 : ℝ) else 0)) / (x i - x j)) = β * pairForce x k := by
    rw [Finset.sum_congr rfl fun i _ => Finset.sum_erase _ (by simp)]
    simp only [ht, Finset.sum_add_distrib]
    rw [Finset.sum_comm]
    simp only [Finset.sum_ite_eq', Finset.mem_univ, if_true]
    rw [← Finset.mul_sum, ← hf]
    ring
  have hs : ∑ i, 2 * x i * (if i = k then (1 : ℝ) else 0) = 2 * x k := by simp
  rw [hp, hs]
  ring
```

The chain rule then gives the first derivative of the state.

```lean
/-- The first derivative of the pair-product state along coordinate `k`, at distinct positions. -/
theorem hasDerivAt_jastrow (β ω : ℝ) (x : ι → ℝ) (hx : Injective x) (k : ι) :
    HasDerivAt (fun t => jastrow β ω (update x k t))
      (jastrow β ω x * (β * pairForce x k - ω * x k)) (x k) := by
  have h := (hasDerivAt_logJastrow β ω x hx k).exp
  simp only [update_eq_self] at h
  rw [← jastrow_eq_exp β ω x hx] at h
  exact h.congr_of_eventuallyEq
    ((eventually_injective x hx k).mono fun t ht => jastrow_eq_exp β ω _ ht)
```

Q: What lets you differentiate a second time?

A: The device is eventual equality, written `=ᶠ[𝓝 (x k)]`: two functions agree at all points sufficiently near `x k`. In `hev`, the first-derivative theorem is applied at the displaced configuration `update x k t`, which is still collision-free for nearby `t`. The derivative therefore equals an explicit formula throughout a neighbourhood, and `congr_of_eventuallyEq` transfers the derivative of that formula to the derivative function itself. Knowing the first derivative only at `x k` would say nothing about the second.

```lean
/-- The second derivative of the pair-product state along coordinate `k`, at distinct positions. -/
theorem hasDerivAt_deriv_jastrow (β ω : ℝ) (x : ι → ℝ) (hx : Injective x) (k : ι) :
    HasDerivAt (deriv fun t => jastrow β ω (update x k t))
      (jastrow β ω x * ((β * pairForce x k - ω * x k) ^ 2
        - β * ∑ j ∈ univ.erase k, 1 / (x k - x j) ^ 2 - ω)) (x k) := by
  have hF : HasDerivAt (fun t => pairForce (update x k t) k)
      (-∑ j ∈ univ.erase k, 1 / (x k - x j) ^ 2) (x k) := by
    have e : (fun t => pairForce (update x k t) k) =
        fun t => ∑ j ∈ univ.erase k, 1 / (t - x j) := by
      funext t
      refine Finset.sum_congr rfl fun j hj => ?_
      rw [update_self, update_of_ne (Finset.ne_of_mem_erase hj)]
    rw [e, ← Finset.sum_neg_distrib]
    refine HasDerivAt.fun_sum fun j hj => ?_
    have hd := sub_ne_zero.2 (hx.ne (Finset.ne_of_mem_erase hj).symm)
    exact ((hasDerivAt_const (x k) (1 : ℝ)).fun_div
      ((hasDerivAt_id' (x k)).sub_const (x j)) hd).congr_deriv (by simp [neg_div])
  -- the first-derivative formula holds in a whole neighbourhood
  have hev : (deriv fun t => jastrow β ω (update x k t)) =ᶠ[𝓝 (x k)]
      fun t => jastrow β ω (update x k t) * (β * pairForce (update x k t) k - ω * t) := by
    refine (eventually_injective x hx k).mono fun t ht => ?_
    have h := hasDerivAt_jastrow β ω (update x k t) ht k
    simp only [update_idem, update_self] at h
    exact h.deriv
  have H := (hasDerivAt_jastrow β ω x hx k).fun_mul
    ((hF.const_mul β).fun_sub ((hasDerivAt_id' (x k)).const_mul ω))
  refine (H.congr_deriv ?_).congr_of_eventuallyEq hev
  simp only [update_eq_self]
  ring
```

The final theorem sums these second derivatives. `hsum` expands the square, `sum_sq_pairForce` removes the three-body terms, `sum_mul_pairForce` evaluates the trap sum, and `ring` collects the energy.

```lean
/-- At distinct positions the pair-product state of `N` particles satisfies the Calogero
Schrödinger equation with energy `ω (N / 2 + β N (N - 1) / 2)`. -/
theorem calogero_schrodinger (β ω : ℝ) (x : ι → ℝ) (hx : Injective x) :
    hamiltonian β ω (jastrow β ω) x =
      ω * ((Fintype.card ι : ℝ) / 2
        + β * ((Fintype.card ι : ℝ) * (Fintype.card ι - 1) / 2)) * jastrow β ω x := by
  have hk := fun k => (hasDerivAt_deriv_jastrow β ω x hx k).deriv
  have hsum : ∑ k, ((β * pairForce x k - ω * x k) ^ 2
      - β * ∑ j ∈ univ.erase k, 1 / (x k - x j) ^ 2 - ω) =
      β ^ 2 * ∑ k, pairForce x k ^ 2 - 2 * β * ω * ∑ k, x k * pairForce x k
        + ω ^ 2 * ∑ k, x k ^ 2 - β * inverseSquare x - (Fintype.card ι : ℝ) * ω := by
    have h : ∀ k, (β * pairForce x k - ω * x k) ^ 2
        - β * ∑ j ∈ univ.erase k, 1 / (x k - x j) ^ 2 - ω =
        β ^ 2 * pairForce x k ^ 2 - 2 * β * ω * (x k * pairForce x k)
          + ω ^ 2 * x k ^ 2 - β * ∑ j ∈ univ.erase k, 1 / (x k - x j) ^ 2 - ω := by
      intro k
      ring
    rw [Finset.sum_congr rfl fun k _ => h k]
    simp only [Finset.sum_sub_distrib, Finset.sum_add_distrib, ← Finset.mul_sum,
      Finset.sum_const, Finset.card_univ, nsmul_eq_mul, inverseSquare]
  unfold hamiltonian
  rw [Finset.sum_congr rfl fun k _ => hk k, ← Finset.mul_sum, hsum,
    -- here the three-body terms disappear
    sum_sq_pairForce x hx, sum_mul_pairForce x hx]
  ring

end

end CalogeroPairProduct
```

```lean
#print axioms CalogeroPairProduct.three_body_cancel
#print axioms CalogeroPairProduct.calogero_schrodinger
```

```
'CalogeroPairProduct.three_body_cancel' depends on axioms: [propext, Classical.choice, Quot.sound]
'CalogeroPairProduct.calogero_schrodinger' depends on axioms: [propext, Classical.choice, Quot.sound]
```

Q: So have you solved the Calogero model?

A: No. This is one state satisfying the eigenvalue equation pointwise at collision-free configurations, for any real \(\beta\) and \(\omega\). Normalisability, behaviour at collisions, whether this is the ground state, and the rest of the spectrum are separate questions.

Q: What use is it in a simulation?

A: For this one-dimensional model with matched coupling, the local energy \((H\psi)/\psi\) is the same at every collision-free configuration. For \(\omega>0\) and \(\beta\ge0\), where \(\psi\) is square-integrable and \(|\psi|^2\) can be sampled, a variational Monte Carlo code can be tested against that constant.
